# A quadratic bound on the bias of the average qDRIFT gate

Let H_j be finitely many self-adjoint terms of operator norm at most 1, let p_j be probabilities, and let H = L Σ_j p_j H_j with L real. If one term is drawn with probability p_j and applied as the gate exp(-iτL H_j), the average gate satisfies

‖Σ_j p_j exp(-iτL H_j) - exp(-iτH)‖ ≤ (Lτ)².

For N independent draws with time step t/N, the averaged circuit operator differs from exp(-itH) by at most (Lt)²/N in norm. Both bounds concern averaged operators, not the quantum channel that the random circuit implements.

## Simulating a Hamiltonian by drawing its terms at random

A molecular Hamiltonian in a finite basis, mapped to qubits, is a sum of many Pauli strings with real coefficients h_j. A product formula applies every term in every step. qDRIFT draws one term per step, with probability proportional to |h_j|, and always rotates by an angle of the same magnitude. Here L = Σ_j |h_j|, p_j = |h_j|/L, and the sign of h_j is absorbed into H_j. The letter L is thus the total coefficient weight, often written λ, and not the number of terms. The time τ is the simulated evolution time that a step covers, not the running time of the gate on a device, and ħ = 1. Each gate is exp(-iLτH_j); for H_j = ±P with a Pauli string P, this is a rotation by the angle φ = ±2Lτ in the usual convention exp(-iφP/2).

For such finite sums of bounded terms, the circuit bound keeps the bias of the average operator at or below ε once N ≥ (Lt)²/ε, a count in which the number of terms doesn't appear explicitly.

## Two remainders of second order

Write U_K(s) = exp(-isK) for self-adjoint K. Then dU_K/ds = U_K(s)(-iK), and U_K(s) has norm at most 1. For s ≥ 0, integration gives

U_K(s) - 1 = ∫₀ˢ U_K(r)(-iK) dr, hence ‖U_K(s) - 1‖ ≤ s‖K‖.

Subtracting the linear term and integrating again gives

U_K(s) - 1 + isK = ∫₀ˢ (U_K(r) - 1)(-iK) dr,

‖U_K(s) - 1 + isK‖ ≤ ∫₀ˢ r‖K‖² dr = s²‖K‖²/2.

Negative s follows by replacing K with -K.

Now put θ = Lτ, G = Σ_j p_j H_j and R(K) = U_K(θ) - 1 + iθK. The exact step is exp(-iτH) = U_G(θ), and ‖G‖ ≤ Σ_j p_j‖H_j‖ ≤ 1. Since Σ_j p_j = 1, the identity terms cancel; by the definition of G, so do the linear terms:

Σ_j p_j U_{H_j}(θ) - U_G(θ) = Σ_j p_j R(H_j) - R(G).

Each of the two parts on the right has norm at most θ²/2, which gives the bound θ² = (Lτ)².

## From one gate to N gates

Set τ = t/N, and let M be the average gate and U the exact step. The probability of a sequence of independent draws is a product, so the sum over all sequences factorises into M^N. Both M and U have norm at most 1, and

M^(n+1) - U^(n+1) = (M^n - U^n)M + U^n(M - U).

Each further step therefore adds at most ‖M - U‖ ≤ (Lt/N)² to the error. After N steps the total is at most N(Lt/N)² = (Lt)²/N.

## The statement in Lean

The terms live in a unital C*-algebra `A`, which includes complex matrices with the operator norm and bounded operators on a Hilbert space. The finite type `ι` labels them.

- `evolution H t` is exp(-itH), defined by the exponential series.
- `hamiltonian L p H` is L Σ_j p_j H_j. In this expression `H` is the family of terms, not the total Hamiltonian.
- `meanStep L p H τ` is the average gate.
- `circuitMean L p H τ N` sums over all label sequences `j : Fin N → ι`, each weighted by its probability. The gate with label `j 0` stands leftmost and so acts last on a ket; reversing the order would leave the average unchanged.

In `qdrift_bias`, the hypotheses `hp` and `hsum` say that the p_j are nonnegative and sum to 1; `hH` and `hn` say that the terms are self-adjoint with norm at most 1. Both L and τ may have either sign. `qdrift_circuit_bias` adds only N ≠ 0.

The Hamiltonian is time-independent and its terms are bounded, which excludes the kinetic energy in continuous space. The bounds concern an averaged operator, whereas a randomised experiment averages density matrices: a device that draws gates at random and applies them without error implements ρ ↦ Σ_j p_j V_j ρ V_j†, where V_j is the gate for term j, and the error of that channel is not estimated here.

## Two opposite phases

A smallest case with nonzero bias has the two scalar terms 1 and -1, each with probability 1/2. The total Hamiltonian vanishes, the exact evolution is 1, and the average gate is cos(τL). The bias is

1 - cos(τL),

which behaves as (Lτ)²/2 for small Lτ. The quadratic order is therefore attained, with half the constant in the general bound. The example also separates the two kinds of average: both gates are global phases, so the channel is exactly the identity although the averaged operator is not.

## The complete Lean file

```lean
import Mathlib

open Finset

namespace QDriftBias

noncomputable section

variable {A : Type*} [CStarAlgebra A] {ι : Type*} [Fintype ι]

/-- The time evolution `exp(-i t H)` generated by `H`. -/
def evolution (H : A) (t : ℝ) : A := NormedSpace.exp (t • ((-Complex.I) • H))

/-- The Hamiltonian `L ∑ p_j H_j` assembled from the terms `H_j` with weights `p_j`. -/
def hamiltonian (L : ℝ) (p : ι → ℝ) (H : ι → A) : A := L • ∑ j, p j • H j

/-- The average `∑ p_j exp(-i τ L H_j)` of one random gate. -/
def meanStep (L : ℝ) (p : ι → ℝ) (H : ι → A) (τ : ℝ) : A :=
  ∑ j, p j • evolution (H j) (τ * L)

/-- The average of a circuit of `N` independently drawn gates: the sum over all sequences of
`N` labels of the probability of the sequence times the ordered product of its gates. -/
def circuitMean (L : ℝ) (p : ι → ℝ) (H : ι → A) (τ : ℝ) (N : ℕ) : A :=
  ∑ j : Fin N → ι, (∏ k, p (j k)) • (List.ofFn fun k => evolution (H (j k)) (τ * L)).prod

/-- The evolution solves the Schrödinger equation `dU/dt = U (-i H)`. -/
theorem hasDerivAt_evolution (H : A) (t : ℝ) :
    HasDerivAt (evolution H) (evolution H t * ((-Complex.I) • H)) t :=
  hasDerivAt_exp_smul_const ((-Complex.I) • H) t

/-- The evolution generated by a self-adjoint `H` has norm at most one. -/
theorem norm_evolution_le_one {H : A} (hH : IsSelfAdjoint H) (t : ℝ) :
    ‖evolution H t‖ ≤ 1 := by
  have hs : IsSelfAdjoint ((-t) • H) := (IsSelfAdjoint.all (-t)).smul hH
  have hU : NormedSpace.exp (Complex.I • ((-t) • H)) ∈ unitary A :=
    (selfAdjoint.expUnitary ⟨(-t) • H, hs⟩).2
  have he : Complex.I • ((-t) • H) = t • ((-Complex.I) • H) := by
    rw [smul_comm Complex.I (-t) H, neg_smul, neg_smul, smul_neg]
  rw [he] at hU
  rcases subsingleton_or_nontrivial A with h | h
  · rw [Subsingleton.elim (evolution H t) 0, norm_zero]
    exact zero_le_one
  · exact (CStarRing.norm_of_mem_unitary hU).le

/-- For self-adjoint `H`, the evolution differs from its first-order expansion `1 - i t H`
by at most `t² ‖H‖² / 2`. -/
theorem norm_evolution_remainder_le {H : A} (hH : IsSelfAdjoint H) (t : ℝ) :
    ‖evolution H t - 1 - t • ((-Complex.I) • H)‖ ≤ ‖H‖ ^ 2 * t ^ 2 / 2 := by
  -- forward times first; backward times follow by reversing the sign of `H`
  have forward : ∀ K : A, IsSelfAdjoint K → ∀ s : ℝ, 0 ≤ s →
      ‖evolution K s - 1 - s • ((-Complex.I) • K)‖ ≤ ‖K‖ ^ 2 * s ^ 2 / 2 := by
    intro K hK s hs
    have hn : ‖(-Complex.I) • K‖ = ‖K‖ := by simp [norm_smul]
    have h0 : evolution K 0 = 1 := by simp [evolution]
    -- the evolution moves away from the identity at speed at most `‖K‖`
    have first : ∀ r : ℝ, 0 ≤ r → ‖evolution K r - 1‖ ≤ ‖K‖ * r := by
      intro r hr
      have hd : ∀ x : ℝ, HasDerivAt (fun y => evolution K y - 1)
          (evolution K x * ((-Complex.I) • K)) x :=
        fun x => (hasDerivAt_evolution K x).sub_const 1
      refine image_norm_le_of_norm_deriv_right_le_deriv_boundary
        (f := fun y => evolution K y - 1) (B := fun y => ‖K‖ * y) (B' := fun _ => ‖K‖)
        (a := 0) (b := r)
        (fun x _ => (hd x).continuousAt.continuousWithinAt)
        (fun x _ => (hd x).hasDerivWithinAt) (by simp [h0])
        (fun x => by simpa using (hasDerivAt_id x).const_mul ‖K‖) ?_ ⟨hr, le_rfl⟩
      intro x _
      calc ‖evolution K x * ((-Complex.I) • K)‖
          ≤ ‖evolution K x‖ * ‖(-Complex.I) • K‖ := norm_mul_le _ _
        _ ≤ 1 * ‖K‖ := by
          rw [hn]
          exact mul_le_mul_of_nonneg_right (norm_evolution_le_one hK x) (norm_nonneg _)
        _ = ‖K‖ := one_mul _
    -- integrating this estimate once more gives the quadratic remainder
    have hd : ∀ x : ℝ, HasDerivAt (fun y => evolution K y - 1 - y • ((-Complex.I) • K))
        ((evolution K x - 1) * ((-Complex.I) • K)) x := by
      intro x
      have h := ((hasDerivAt_evolution K x).sub_const 1).fun_sub
        ((hasDerivAt_id x).smul_const ((-Complex.I) • K))
      exact h.congr_deriv (by rw [one_smul, sub_mul, one_mul])
    refine image_norm_le_of_norm_deriv_right_le_deriv_boundary
      (f := fun y => evolution K y - 1 - y • ((-Complex.I) • K))
      (B := fun y => ‖K‖ ^ 2 * y ^ 2 / 2) (B' := fun y => ‖K‖ ^ 2 * y) (a := 0) (b := s)
      (fun x _ => (hd x).continuousAt.continuousWithinAt)
      (fun x _ => (hd x).hasDerivWithinAt) (by simp [h0]) ?_ ?_ ⟨hs, le_rfl⟩
    · intro x
      exact (((hasDerivAt_pow 2 x).const_mul (‖K‖ ^ 2)).div_const 2).congr_deriv
        (by norm_num; ring)
    · intro x hx
      calc ‖(evolution K x - 1) * ((-Complex.I) • K)‖
          ≤ ‖evolution K x - 1‖ * ‖(-Complex.I) • K‖ := norm_mul_le _ _
        _ ≤ (‖K‖ * x) * ‖K‖ := by
          rw [hn]
          exact mul_le_mul_of_nonneg_right (first x hx.1) (norm_nonneg _)
        _ = ‖K‖ ^ 2 * x := by ring
  rcases le_total 0 t with ht | ht
  · exact forward H hH t ht
  · simpa [evolution] using forward (-H) hH.neg (-t) (by linarith)

/-- A probability average of elements of norm at most `c` has norm at most `c`. -/
theorem norm_average_le {p : ι → ℝ} (hp : ∀ j, 0 ≤ p j) (hsum : ∑ j, p j = 1)
    {X : ι → A} {c : ℝ} (hX : ∀ j, ‖X j‖ ≤ c) : ‖∑ j, p j • X j‖ ≤ c := by
  calc ‖∑ j, p j • X j‖ ≤ ∑ j, ‖p j • X j‖ := norm_sum_le _ _
    _ ≤ ∑ j, p j * c := by
      refine sum_le_sum fun j _ => ?_
      rw [norm_smul, Real.norm_of_nonneg (hp j)]
      exact mul_le_mul_of_nonneg_left (hX j) (hp j)
    _ = c := by rw [← sum_mul, hsum, one_mul]

/-- **qDRIFT bias.** For self-adjoint terms of norm at most one and probabilities `p_j`, the
average random gate differs from the exact evolution under `L ∑ p_j H_j` by at most `(L τ)²`. -/
theorem qdrift_bias {p : ι → ℝ} (hp : ∀ j, 0 ≤ p j) (hsum : ∑ j, p j = 1)
    {H : ι → A} (hH : ∀ j, IsSelfAdjoint (H j)) (hn : ∀ j, ‖H j‖ ≤ 1) (L τ : ℝ) :
    ‖meanStep L p H τ - evolution (hamiltonian L p H) τ‖ ≤ (L * τ) ^ 2 := by
  have hbar : IsSelfAdjoint (∑ j, p j • H j) :=
    isSelfAdjoint_sum _ fun j _ => (IsSelfAdjoint.all (p j)).smul (hH j)
  have bound : ∀ K : A, IsSelfAdjoint K → ‖K‖ ≤ 1 →
      ‖evolution K (τ * L) - 1 - (τ * L) • ((-Complex.I) • K)‖ ≤ (L * τ) ^ 2 / 2 := by
    intro K hK hK1
    have h1 : ‖K‖ ^ 2 ≤ 1 := pow_le_one₀ (norm_nonneg _) hK1
    nlinarith [norm_evolution_remainder_le hK (τ * L),
      mul_le_mul_of_nonneg_right h1 (sq_nonneg (τ * L))]
  have hexact : evolution (hamiltonian L p H) τ = evolution (∑ j, p j • H j) (τ * L) := by
    unfold evolution hamiltonian
    rw [smul_comm (-Complex.I) L, smul_smul]
  have hlin : ∑ j, p j • ((τ * L) • ((-Complex.I) • H j)) =
      (τ * L) • ((-Complex.I) • ∑ j, p j • H j) := by
    rw [smul_sum, smul_sum]
    refine sum_congr rfl fun j _ => ?_
    rw [smul_comm (-Complex.I) (p j) (H j), smul_comm (τ * L) (p j)]
  -- the zeroth and first orders cancel, and two remainders are left
  have hsplit : meanStep L p H τ - evolution (hamiltonian L p H) τ =
      (∑ j, p j • (evolution (H j) (τ * L) - 1 - (τ * L) • ((-Complex.I) • H j))) -
      (evolution (∑ j, p j • H j) (τ * L) - 1
        - (τ * L) • ((-Complex.I) • ∑ j, p j • H j)) := by
    simp only [smul_sub, sum_sub_distrib]
    rw [hlin, ← sum_smul, hsum, one_smul, hexact, meanStep]
    abel
  rw [hsplit]
  refine (norm_sub_le _ _).trans ?_
  linarith [norm_average_le hp hsum fun j => bound (H j) (hH j) (hn j),
    bound _ hbar (norm_average_le hp hsum hn)]

/-- Since the gates are drawn independently, the average circuit is the `N`-th power of the
average gate. -/
theorem circuitMean_eq_pow (L : ℝ) (p : ι → ℝ) (H : ι → A) (τ : ℝ) (N : ℕ) :
    circuitMean L p H τ N = meanStep L p H τ ^ N := by
  induction N with
  | zero => simp [circuitMean]
  | succ N ih =>
    -- split off the first gate of the sequence
    rw [pow_succ', ← ih, circuitMean, circuitMean, meanStep, sum_mul_sum,
      ← (Fin.consEquiv fun _ => ι).sum_comp, Fintype.sum_prod_type]
    refine sum_congr rfl fun j _ => sum_congr rfl fun k _ => ?_
    rw [smul_mul_smul_comm, Fin.prod_univ_succ, List.ofFn_succ, List.prod_cons]
    rfl

/-- For self-adjoint terms of norm at most one and probabilities `p_j`, the average circuit of
`N ≥ 1` random gates with time step `t / N` differs from the exact evolution over the time `t`
by at most `(L t)² / N`. -/
theorem qdrift_circuit_bias {p : ι → ℝ} (hp : ∀ j, 0 ≤ p j) (hsum : ∑ j, p j = 1)
    {H : ι → A} (hH : ∀ j, IsSelfAdjoint (H j)) (hn : ∀ j, ‖H j‖ ≤ 1) (L t : ℝ)
    {N : ℕ} (hN : N ≠ 0) :
    ‖circuitMean L p H (t / N) N - evolution (hamiltonian L p H) t‖ ≤ (L * t) ^ 2 / N := by
  have hN' : (N : ℝ) ≠ 0 := Nat.cast_ne_zero.mpr hN
  have hG : IsSelfAdjoint (hamiltonian L p H) := (IsSelfAdjoint.all L).smul
    (isSelfAdjoint_sum _ fun j _ => (IsSelfAdjoint.all (p j)).smul (hH j))
  set M := meanStep L p H (t / N) with hM
  set U := evolution (hamiltonian L p H) (t / N) with hU
  have hpow : ∀ n : ℕ, U ^ n = evolution (hamiltonian L p H) (n * (t / N)) := by
    intro n
    let _ : NormedAlgebra ℚ A := NormedAlgebra.restrictScalars ℚ ℝ A
    rw [hU, evolution, evolution, ← NormedSpace.exp_nsmul, mul_smul, Nat.cast_smul_eq_nsmul]
  have hM1 : ‖M‖ ≤ 1 := norm_average_le hp hsum fun j => norm_evolution_le_one (hH j) _
  have hstep : ‖M - U‖ ≤ (L * (t / N)) ^ 2 := qdrift_bias hp hsum hH hn L (t / N)
  -- errors of successive steps add up, because both factors are contractions
  have hacc : ∀ n : ℕ, ‖M ^ n - U ^ n‖ ≤ n * (L * (t / N)) ^ 2 := by
    intro n
    induction n with
    | zero => simp
    | succ n ih =>
      have hUn : ‖U ^ n‖ ≤ 1 := by
        rw [hpow]
        exact norm_evolution_le_one hG _
      have hs : M ^ (n + 1) - U ^ (n + 1) = (M ^ n - U ^ n) * M + U ^ n * (M - U) := by
        rw [pow_succ, pow_succ, sub_mul, mul_sub]
        abel
      have h1 := (norm_mul_le (M ^ n - U ^ n) M).trans
        (mul_le_of_le_one_right (norm_nonneg _) hM1)
      have h2 := (norm_mul_le (U ^ n) (M - U)).trans
        (mul_le_of_le_one_left (norm_nonneg _) hUn)
      rw [hs]
      push_cast
      linarith [norm_add_le ((M ^ n - U ^ n) * M) (U ^ n * (M - U))]
  have hfin := hacc N
  rw [hpow, mul_div_cancel₀ t hN'] at hfin
  rw [circuitMean_eq_pow]
  refine hfin.trans_eq ?_
  field_simp

/-- For the two scalar terms `1` and `-1`, drawn with probability one half each, the bias of
one random gate equals `1 - cos (τ L)`. -/
theorem two_phase_bias (L τ : ℝ) :
    ‖meanStep L (fun _ : Fin 2 => 1 / 2) ![(1 : ℂ), -1] τ -
      evolution (hamiltonian L (fun _ : Fin 2 => 1 / 2) ![(1 : ℂ), -1]) τ‖ =
      1 - Real.cos (τ * L) := by
  have h0 : hamiltonian L (fun _ : Fin 2 => 1 / 2) ![(1 : ℂ), -1] = 0 := by
    simp [hamiltonian, Fin.sum_univ_two]
  have h1 : evolution (0 : ℂ) τ = 1 := by simp [evolution]
  have hplus : evolution (1 : ℂ) (τ * L) = Complex.exp (-((τ * L : ℝ) : ℂ) * Complex.I) := by
    rw [evolution, ← Complex.exp_eq_exp_ℂ, Complex.real_smul, smul_eq_mul]
    congr 1
    ring
  have hminus : evolution (-1 : ℂ) (τ * L) = Complex.exp (((τ * L : ℝ) : ℂ) * Complex.I) := by
    rw [evolution, ← Complex.exp_eq_exp_ℂ, Complex.real_smul, smul_eq_mul]
    congr 1
    ring
  -- the two opposite phases average to a cosine
  have hmean : meanStep L (fun _ : Fin 2 => 1 / 2) ![(1 : ℂ), -1] τ =
      ((Real.cos (τ * L) : ℝ) : ℂ) := by
    rw [meanStep, Fin.sum_univ_two, Matrix.cons_val_zero, Matrix.cons_val_one,
      Matrix.cons_val_zero, hplus, hminus, Complex.ofReal_cos, Complex.cos,
      Complex.real_smul, Complex.real_smul]
    push_cast
    ring
  rw [h0, h1, hmean, ← Complex.ofReal_one, ← Complex.ofReal_sub, Complex.norm_real,
    Real.norm_eq_abs, abs_of_nonpos (by linarith [Real.cos_le_one (τ * L)])]
  ring

end

end QDriftBias
```

```lean
#print axioms QDriftBias.qdrift_bias
#print axioms QDriftBias.qdrift_circuit_bias
#print axioms QDriftBias.two_phase_bias
```

```
'QDriftBias.qdrift_bias' depends on axioms: [propext, Classical.choice, Quot.sound]
'QDriftBias.qdrift_circuit_bias' depends on axioms: [propext, Classical.choice, Quot.sound]
'QDriftBias.two_phase_bias' depends on axioms: [propext, Classical.choice, Quot.sound]
```

## How the lemmas carry the estimate

`hasDerivAt_evolution` supplies the Schrödinger equation. `norm_evolution_le_one` shows that the exponential is unitary and reads off its norm. The bound is "at most one" and not "equal to one" because the algebra may be trivial, with 1 = 0.

`norm_evolution_remainder_le` is the double integration. In place of integrals it uses a mean value inequality, `image_norm_le_of_norm_deriv_right_le_deriv_boundary`: if a function starts within a bound and its derivative is no larger in norm than the derivative of the bound, it stays within it. The first application, named `first`, has the bound ‖K‖r; the second has ‖K‖²s²/2. The final case split treats negative times through `-H`.

`norm_average_le` is the triangle inequality with weights p_j. The proof of `qdrift_bias` uses it twice, once for the averaged remainders and once for ‖G‖ ≤ 1. Within that proof, `hexact` moves the factor L from the Hamiltonian into the time, `hlin` matches the linear terms, and `hsplit` is the identity with the two remainders. The triangle inequality then adds the two halves.

`circuitMean_eq_pow` proves the factorisation by induction on N. `Fin.consEquiv` splits a sequence into its first label and the rest, and `sum_mul_sum` turns the product of two sums into the matching double sum.

In `qdrift_circuit_bias`, `hpow` identifies U^n with exact evolution over the time n(t/N), which gives ‖U^n‖ ≤ 1 for every n and the full evolution at n = N. The induction `hacc` is the telescoping argument: `hs` is the displayed identity, and `h1` and `h2` bound its two products.

`two_phase_bias` evaluates the example directly. `hplus` and `hminus` compute the two phases, `hmean` averages them to a cosine, and cos(τL) ≤ 1 fixes the sign when the absolute value is removed.
